# The commutator of two projected Landau-level densities is a multiple of a third

To find how a density wave evolves inside a single Landau level, one commutes the interaction with the density operator and replaces every commutator of two densities by one density. For $N$ particles whose operators $T_i(q)$ obey the relations of magnetic translations, the replacement rule for $R(q)=\sum_i T_i(q)$, the projected density with its form factor left out, is

$$[R(q),R(k)] = 2i\sin\!\big(\tfrac12 s(q,k)\big)\,R(q+k),\qquad s(q,k)=q_1k_2-q_2k_1 .$$

This gives the equation of motion of $R(k)$ for electrons confined to one Landau level, with a density-density interaction over finitely many momenta.

```lean
import Mathlib

open Finset

namespace ProjectedDensityAlgebra

noncomputable section
```

## Momenta and the operators they label

Momenta are pairs of real numbers measured in inverse magnetic lengths, so $s$ is dimensionless. In Lean, $s(q,k)$ is `area q k`. Its sign convention fixes the orientation of the magnetic field; the opposite field reverses $s$.

```lean
/-- The symplectic product `q₁ k₂ - q₂ k₁` of two planar momenta, each measured in inverse magnetic
lengths. -/
def area (q k : ℝ × ℝ) : ℝ := q.1 * k.2 - q.2 * k.1
```

The operators are elements of an arbitrary complex associative algebra `A`, and the particle label $i$ runs over a type `ι`. Two relations are postulated, as the fields of a structure:

$$T_i(q)T_i(k)=e^{is(q,k)/2}\,T_i(q+k),\qquad T_i(q)T_j(k)=T_j(k)T_i(q)\quad(i\neq j).$$

```lean
/-- The relations of magnetic translations: those of one particle compose up to a phase
of half the symplectic product, and those of different particles commute. -/
structure MagneticTranslations {ι A : Type*} [Ring A] [Algebra ℂ A]
    (T : ι → ℝ × ℝ → A) : Prop where
  mul_same : ∀ i q k,
    T i q * T i k = Complex.exp (((area q k / 2 : ℝ) : ℂ) * Complex.I) • T i (q + k)
  comm : ∀ i j, i ≠ j → ∀ q k, T i q * T j k = T j k * T i q
```

Physically, $T_i(q)$ is the plane wave $e^{iq\cdot r_i}$ with the particle's position replaced by its guiding centre. Projecting the full density onto a Landau level also produces a form factor depending on $q$. It is left out of $R(q)$, and in the interaction it can be absorbed into the coefficients.

```lean
/-- The projected density at momentum `q`: the sum of the one-particle operators. -/
def density {ι A : Type*} [Fintype ι] [Ring A] (T : ι → ℝ × ℝ → A) (q : ℝ × ℝ) : A :=
  ∑ i, T i q
```

The interaction is $H=\sum_{q\in S}V(q)R(-q)R(q)$ with complex coefficients. Neither Hermiticity of $H$ nor $V(-q)=V(q)$ is required.

```lean
/-- A density-density interaction with coefficients `V q` over a finite set of momenta. -/
def interaction {ι A : Type*} [Fintype ι] [Ring A] [Algebra ℂ A]
    (T : ι → ℝ × ℝ → A) (S : Finset (ℝ × ℝ)) (V : ℝ × ℝ → ℂ) : A :=
  ∑ q ∈ S, V q • (density T (-q) * density T q)
```

## The phase within one particle

The first relation, `mul_same`, says that the two guiding-centre coordinates of a particle do not commute. The operator $T_i(q)$ displaces the guiding centre at right angles to $q$, by $|q|$ magnetic lengths. Two such displacements, made in one order and then in the other, differ by a phase set by the magnetic flux through the parallelogram that they span.

By hand, it enters when the two orders are subtracted. Since $s(k,q)=-s(q,k)$ and $k+q=q+k$,

$$[T_i(q),T_i(k)]=\big(e^{is/2}-e^{-is/2}\big)T_i(q+k)=2i\sin(s/2)\,T_i(q+k),$$

where $s=s(q,k)$. The difference of phases is a lemma of its own, proved by writing both exponentials as cosine plus $i$ times sine: the cosines cancel and the sines add.

```lean
/-- Two opposite phases differ by `2i` times the sine of the angle. -/
theorem phase_sub (x : ℝ) :
    Complex.exp ((x : ℂ) * Complex.I) - Complex.exp (((-x : ℝ) : ℂ) * Complex.I)
      = 2 * Complex.I * ((Real.sin x : ℝ) : ℂ) := by
  simp only [Complex.exp_mul_I, Complex.ofReal_neg, Complex.cos_neg, Complex.sin_neg,
    Complex.ofReal_sin]
  ring
```

The one-particle theorem then rewrites both products with `h.mul_same`, uses the antisymmetry of $s$ (the step `hs`), and collects the two multiples of $T_i(q+k)$ with `sub_smul`.

```lean
/-- The commutator of two magnetic translations of the same particle. -/
theorem one_particle_commutator {ι A : Type*} [Ring A] [Algebra ℂ A]
    {T : ι → ℝ × ℝ → A} (h : MagneticTranslations T) (i : ι) (q k : ℝ × ℝ) :
    T i q * T i k - T i k * T i q
      = (2 * Complex.I * ((Real.sin (area q k / 2) : ℝ) : ℂ)) • T i (q + k) := by
  have hs : area k q / 2 = -(area q k / 2) := by
    unfold area
    ring
  rw [h.mul_same i q k, h.mul_same i k q, add_comm k q, hs, ← sub_smul, phase_sub]
```

If the phase were replaced by 1, the operators would compose like ordinary plane waves of position and the commutator would vanish. The noncommutativity of the projected densities comes entirely from this phase.

## Independence of different particles

The second relation, `comm`, says that operators acting on the coordinates of different particles commute. It concerns coordinates and not exchange statistics, so it applies to bosons and fermions alike in first quantisation.

By hand, it removes the off-diagonal part of the double sum:

$$[R(q),R(k)]=\sum_{i}\sum_{j}[T_i(q),T_j(k)]=\sum_i[T_i(q),T_i(k)]=2i\sin(s/2)\sum_i T_i(q+k).$$

The last sum is $R(q+k)$.

The proof follows the same route. The step `h1` expands the commutator into the double sum, exchanging the order of summation in the second product. For fixed $i$, `Finset.sum_eq_single i` keeps only $j=i$; the discarded terms vanish by `h.comm`, and the remaining one is the one-particle commutator.

```lean
/-- The projected density algebra: the commutator of two projected densities is
`2i sin(s(q,k)/2)` times the density at the total momentum. -/
theorem density_commutator {ι A : Type*} [Fintype ι] [Ring A] [Algebra ℂ A]
    {T : ι → ℝ × ℝ → A} (h : MagneticTranslations T) (q k : ℝ × ℝ) :
    density T q * density T k - density T k * density T q
      = (2 * Complex.I * ((Real.sin (area q k / 2) : ℝ) : ℂ)) • density T (q + k) := by
  have h1 : density T q * density T k - density T k * density T q
      = ∑ i, ∑ j, (T i q * T j k - T j k * T i q) := by
    simp only [density, Finset.sum_sub_distrib, Finset.sum_mul_sum]
    congr 1
    exact Finset.sum_comm
  rw [h1, density, Finset.smul_sum]
  refine Finset.sum_congr rfl fun i _ => ?_
  -- only the terms with both operators on the same particle survive
  rw [Finset.sum_eq_single i]
  · exact one_particle_commutator h i q k
  · intro j _ hj
    rw [h.comm i j hj.symm, sub_self]
  · intro hi
    exact absurd (Finset.mem_univ i) hi
```

Without this relation the terms $[T_i(q),T_j(k)]$ with $i\neq j$ would remain, and nothing would force them to combine into a density. The assumption `Fintype ι` makes the particle number finite. For $N=0$ both sides are zero and the identity still holds.

## A nonzero density at the total momentum

The commutator identity also tells when two densities commute. Its right-hand side is a number times $R(q+k)$. If $R(q+k)\neq0$, the product vanishes only when the number does, so

$$[R(q),R(k)]=0\iff \sin(s/2)=0\iff s(q,k)=2\pi n\ \text{ for some integer } n.$$

The extra hypothesis is `hne`. It states that the density at the total momentum is an operator that does something. In the proof, `smul_eq_zero` turns the vanishing product into an alternative, and `or_iff_left hne` excludes the case of a vanishing density. What remains is the zero set of the sine.

```lean
/-- When the density at the total momentum is nonzero, two projected densities commute
exactly if the symplectic product of their momenta is an integer multiple of `2π`. -/
theorem density_commute_iff {ι A : Type*} [Fintype ι] [Ring A] [Algebra ℂ A]
    {T : ι → ℝ × ℝ → A} (h : MagneticTranslations T) (q k : ℝ × ℝ)
    (hne : density T (q + k) ≠ 0) :
    density T q * density T k = density T k * density T q
      ↔ ∃ n : ℤ, area q k = 2 * Real.pi * n := by
  rw [← sub_eq_zero, density_commutator h, smul_eq_zero, or_iff_left hne, mul_eq_zero,
    or_iff_right (mul_ne_zero two_ne_zero Complex.I_ne_zero), Complex.ofReal_eq_zero,
    Real.sin_eq_zero_iff]
  constructor
  · rintro ⟨n, hn⟩
    exact ⟨n, by linarith⟩
  · rintro ⟨n, hn⟩
    exact ⟨n, by linarith⟩
```

If $R(q+k)=0$, the densities commute whatever the value of $s$, and only the implication from right to left survives. This can happen, because the two relations do not exclude $T_i(q)=0$ for all $i$ and $q$.

## A finite set of momenta in the interaction

The set $S$ is finite, which makes $H$ an element of the algebra without any question of convergence. An interaction over a continuum of momenta, written as an integral, is not covered.

By hand, finiteness lets the commutator pass through the sum. For each $q$ the Leibniz rule gives

$$[R(-q)R(q),R(k)]=R(-q)[R(q),R(k)]+[R(-q),R(k)]R(q).$$

Since $s(-q,k)=-s(q,k)$, the two commutators carry opposite signs, and therefore

$$[H,R(k)]=\sum_{q\in S}2i\sin\!\big(\tfrac12 s(q,k)\big)V(q)\,\big(R(-q)R(q+k)-R(-q+k)R(q)\big).$$

In the proof, `h1` and `h2` are the density commutators for $q$ and $-q$, and `hs` supplies the sign. The `calc` block first applies the Leibniz rule, checked by `noncomm_ring`, and then inserts the two commutators and collects coefficients with `module`.

```lean
/-- The commutator of a density-density interaction with a projected density, written as
a sum of products of two densities. -/
theorem interaction_commutator {ι A : Type*} [Fintype ι] [Ring A] [Algebra ℂ A]
    {T : ι → ℝ × ℝ → A} (h : MagneticTranslations T) (S : Finset (ℝ × ℝ))
    (V : ℝ × ℝ → ℂ) (k : ℝ × ℝ) :
    interaction T S V * density T k - density T k * interaction T S V
      = ∑ q ∈ S, (2 * Complex.I * ((Real.sin (area q k / 2) : ℝ) : ℂ) * V q) •
          (density T (-q) * density T (q + k) - density T (-q + k) * density T q) := by
  rw [interaction, Finset.sum_mul, Finset.mul_sum, ← Finset.sum_sub_distrib]
  refine Finset.sum_congr rfl fun q _ => ?_
  have h1 := density_commutator h q k
  have h2 := density_commutator h (-q) k
  have hs : Real.sin (area (-q) k / 2) = -Real.sin (area q k / 2) := by
    rw [← Real.sin_neg]
    congr 1
    simp only [area, Prod.fst_neg, Prod.snd_neg]
    ring
  rw [hs, Complex.ofReal_neg] at h2
  -- Leibniz rule for the commutator with a product
  calc V q • (density T (-q) * density T q) * density T k
        - density T k * V q • (density T (-q) * density T q)
      = V q • (density T (-q) * (density T q * density T k - density T k * density T q)
        + (density T (-q) * density T k - density T k * density T (-q)) * density T q) := by
        rw [smul_mul_assoc, mul_smul_comm, ← smul_sub]
        congr 1
        noncomm_ring
    _ = _ := by
        rw [h1, h2, mul_smul_comm, smul_mul_assoc]
        module
```

When $H$ is Hermitian and serves as the Hamiltonian, $i/\hbar$ times this commutator is the time derivative of $R(k)$ in the Heisenberg picture. The right-hand side contains products of two densities, so this formula does not by itself give a closed set of equations for single densities. For one particle it vanishes, because $R(-q)R(q)=T(0)$ commutes with every $T(k)$. The two relations for the $T_i$ are used here only through the density commutator.

## Guiding-centre operators that satisfy the relations

The postulated relations have a concrete realisation. Let $f$ be a complex function of $N$ real coordinates $x=(x_1,\dots,x_N)$, and let $e_i$ be the unit vector along coordinate $i$. Define

$$(T_i(q)f)(x)=e^{i(q_1x_i-q_1q_2/2)}\,f(x-q_2e_i).$$

In the exponent, the leading $i$ is the imaginary unit. The functions are arbitrary, with no inner product or normalisation, so this is an algebraic model and not a Hilbert-space construction.

```lean
/-- The operator on functions of one guiding-centre coordinate per particle that shifts coordinate
`i` by `q₂` and multiplies by a plane-wave phase of wavenumber `q₁`. -/
def guiding {ι : Type*} [DecidableEq ι] (i : ι) (q : ℝ × ℝ) :
    Module.End ℂ ((ι → ℝ) → ℂ) where
  toFun f x := Complex.exp (((q.1 * x i - q.1 * q.2 / 2 : ℝ) : ℂ) * Complex.I)
    * f (x - Pi.single i q.2)
  map_add' f g := by
    funext x
    simp only [Pi.add_apply, mul_add]
  map_smul' c f := by
    funext x
    simp only [Pi.smul_apply, smul_eq_mul, RingHom.id_apply]
    ring

/-- The value at `x` of a guiding-centre operator applied to a function `f`. -/
theorem guiding_apply {ι : Type*} [DecidableEq ι] (i : ι) (q : ℝ × ℝ)
    (f : (ι → ℝ) → ℂ) (x : ι → ℝ) :
    guiding i q f x = Complex.exp (((q.1 * x i - q.1 * q.2 / 2 : ℝ) : ℂ) * Complex.I)
      * f (x - Pi.single i q.2) := rfl
```

For one particle, applying $T(k)$ and then $T(q)$ shifts the coordinate by $q_2+k_2$ and accumulates the phase

$$(q_1+k_1)x-\tfrac12q_1q_2-\tfrac12k_1k_2-k_1q_2 .$$

The last term arises because $T(k)$'s plane wave is evaluated at the shifted point $x-q_2$. The phase of $T(q+k)$ is $(q_1+k_1)x-\tfrac12(q_1+k_1)(q_2+k_2)$, and the difference is $\tfrac12(q_1k_2-q_2k_1)=\tfrac12s(q,k)$, as required. For different particles, each shift leaves the other's coordinate alone, so the order is immaterial. The proof treats the relations in this order: `hx` combines the shifts and `ring` compares the phases, while `hi` and `hj` record that a shift of one coordinate has no component along the other.

```lean
/-- The guiding-centre operators satisfy the relations of magnetic translations. -/
theorem magneticTranslations_witness {ι : Type*} [DecidableEq ι] :
    MagneticTranslations (guiding (ι := ι)) where
  mul_same i q k := by
    refine LinearMap.ext fun f => funext fun x => ?_
    have hx : x - Pi.single i q.2 - Pi.single i k.2 = x - Pi.single i (q + k).2 := by
      rw [Prod.snd_add, Pi.single_add, sub_sub]
    rw [Module.End.mul_apply, LinearMap.smul_apply, Pi.smul_apply, smul_eq_mul]
    simp only [guiding_apply, Pi.sub_apply, Pi.single_eq_same]
    rw [hx, ← mul_assoc, ← mul_assoc, ← Complex.exp_add, ← Complex.exp_add]
    -- compare the accumulated phases
    congr 2
    simp only [area, Prod.fst_add, Prod.snd_add]
    push_cast
    ring
  comm i j hij q k := by
    refine LinearMap.ext fun f => funext fun x => ?_
    have hi : (Pi.single i q.2 : ι → ℝ) j = 0 := by simp [hij.symm]
    have hj : (Pi.single j k.2 : ι → ℝ) i = 0 := by simp [hij]
    rw [Module.End.mul_apply, Module.End.mul_apply]
    simp only [guiding_apply, Pi.sub_apply, hi, hj, sub_zero]
    rw [sub_right_comm x (Pi.single i q.2)]
    exact mul_left_comm _ _ _
```

In this model the hypothesis of a nonzero density holds at every momentum once $N\geq1$. Acting on the constant function 1 and evaluating at the origin, each particle contributes the same phase:

$$(R(q)1)(0)=N\,e^{-iq_1q_2/2}\neq0 .$$

The proof computes this value in `h1` and contradicts the assumption that the density is zero. The commutation criterion therefore applies to these operators for all $q$ and $k$. The assumption `Nonempty ι` is needed, since with no particles the density is an empty sum.

```lean
/-- With at least one particle, the guiding-centre density is nonzero at every momentum. -/
theorem guiding_density_ne_zero {ι : Type*} [Fintype ι] [DecidableEq ι] [Nonempty ι]
    (q : ℝ × ℝ) : density (guiding (ι := ι)) q ≠ 0 := by
  intro h
  -- evaluate on the constant function at the origin
  have h1 : density (guiding (ι := ι)) q (fun _ => 1) 0
      = (Fintype.card ι : ℂ)
        * Complex.exp (((-(q.1 * q.2 / 2) : ℝ) : ℂ) * Complex.I) := by
    simp [density, LinearMap.sum_apply, Finset.sum_apply, guiding_apply]
  rw [h] at h1
  exact mul_ne_zero (Nat.cast_ne_zero.mpr Fintype.card_ne_zero) (Complex.exp_ne_zero _)
    h1.symm

end

end ProjectedDensityAlgebra
```

```lean
#print axioms ProjectedDensityAlgebra.density_commute_iff
#print axioms ProjectedDensityAlgebra.interaction_commutator
#print axioms ProjectedDensityAlgebra.guiding_density_ne_zero
```

```
'ProjectedDensityAlgebra.density_commute_iff' depends on axioms: [propext, Classical.choice, Quot.sound]
'ProjectedDensityAlgebra.interaction_commutator' depends on axioms: [propext, Classical.choice, Quot.sound]
'ProjectedDensityAlgebra.guiding_density_ne_zero' depends on axioms: [propext, Classical.choice, Quot.sound]
```
